# An orthogonal matrix fixed by the masses connects the scaled Jacobi vectors of A + BC and AB + C

In the exchange reaction A + BC → AB + C, the distance from A to the diatom BC and the BC bond length describe the reactants well. Once the new bond has formed, the natural pair is the distance from C to AB and the AB bond length. What is the change from one description to the other, and how does it set the angle between the reactant and product valleys in a collinear plot with mass-scaled coordinates?

## The rotation and its skew angle

Let the atoms have masses $a,b,c>0$ and positions $x_A,x_B,x_C$. For A + BC, the Jacobi vectors are

$$R=x_A-\frac{b\,x_B+c\,x_C}{b+c},\qquad r=x_C-x_B .$$

For C + AB, cyclic relabelling gives

$$R'=x_C-\frac{a\,x_A+b\,x_B}{a+b},\qquad r'=x_B-x_A .$$

Multiply each vector by the square root of its reduced mass. With $M=a+b+c$,

$$S=\sqrt{\tfrac{a(b+c)}{M}}\,R,\quad s=\sqrt{\tfrac{bc}{b+c}}\,r,\quad
S'=\sqrt{\tfrac{c(a+b)}{M}}\,R',\quad s'=\sqrt{\tfrac{ab}{a+b}}\,r' .$$

Define the skew angle $\beta$ by $\beta=\arccos\sqrt{ac/((a+b)(b+c))}$. Then, for all positions,

$$\begin{pmatrix}S'\\ s'\end{pmatrix}=
\begin{pmatrix}-\cos\beta&\sin\beta\\-\sin\beta&-\cos\beta\end{pmatrix}
\begin{pmatrix}S\\ s\end{pmatrix}.$$

The matrix is orthogonal, and both squared diagonal entries equal $ac/((a+b)(b+c))$.

## Changing arrangement in a scattering code

A trajectory code that propagates in reactant coordinates can use this matrix to analyse products. In quantum reactive scattering of three particles, the same matrix locates a grid point of one arrangement in the coordinates of the other, whatever the potential.

The orthogonality also gives $|S'|^2+|s'|^2=|S|^2+|s|^2$, so a hyperradius computed from either pair is the same. The positions $x_A,x_B,x_C$ behind this identity are arbitrary vectors, so the three velocities may take their place.

A code can fill the matrix from two square roots, given below for $\cos\beta$ and $\sin\beta$, without evaluating an arccosine.

## From centres of mass to the wedge

**Unscaled vectors.** The definition of $R$ gives $x_A-x_B=R+\frac{c}{b+c}r$. Hence

$$r'=-R-\frac{c}{b+c}\,r .$$

Also $R'=r-\frac{a}{a+b}(x_A-x_B)$, so

$$R'=-\frac{a}{a+b}R+\left(1-\frac{ac}{(a+b)(b+c)}\right)r
=-\frac{a}{a+b}R+\frac{bM}{(a+b)(b+c)}\,r,$$

because $(a+b)(b+c)-ac=b(a+b+c)$.

**Cosine and sine.** The same identity shows that $ac/((a+b)(b+c))$ is less than 1, so the arccosine has a valid argument and

$$\cos^2\beta=\frac{ac}{(a+b)(b+c)},\qquad \sin^2\beta=\frac{bM}{(a+b)(b+c)},$$

with both $\cos\beta$ and $\sin\beta$ positive.

**Scaled vectors.** Each matrix entry is an unscaled coefficient times a ratio of square roots of reduced masses. The squares of the four entries are

$$\begin{aligned}
S'\text{ from }S:&\quad \frac{a^2}{(a+b)^2}\,\frac{c(a+b)}{a(b+c)}=\cos^2\beta,\\
S'\text{ from }s:&\quad \frac{b^2M^2}{(a+b)^2(b+c)^2}\,\frac{c(a+b)(b+c)}{Mbc}=\sin^2\beta,\\
s'\text{ from }S:&\quad \frac{ab}{a+b}\,\frac{M}{a(b+c)}=\sin^2\beta,\\
s'\text{ from }s:&\quad \frac{c^2}{(b+c)^2}\,\frac{ab(b+c)}{(a+b)bc}=\cos^2\beta .
\end{aligned}$$

The signs come from the unscaled formulas. The rows have unit length, and their product is $\cos\beta\sin\beta-\sin\beta\cos\beta=0$, so the matrix is orthogonal. When $|S'|^2+|s'|^2$ is expanded, the two terms in $S\cdot s$ cancel and $\sin^2\beta+\cos^2\beta=1$ does the rest.

**Collinear atoms.** On a line, write $-S=\rho\cos\theta$ and $s=\rho\sin\theta$ with $\rho>0$ and $-\pi<\theta\le\pi$. The second row of the matrix gives

$$s'=\rho(\sin\beta\cos\theta-\cos\beta\sin\theta)=\rho\sin(\beta-\theta).$$

Thus $x_B<x_C$ means $\sin\theta>0$, and $x_A<x_B$ means $\sin(\beta-\theta)>0$. In the stated range of $\theta$, both hold exactly when $0<\theta<\beta$. The order A, B, C therefore fills a wedge of opening angle $\beta$: B and C coincide on one edge, A and B on the other. In the reactant valley A is far away and the BC bond length stays near a fixed value, so $s$ is nearly constant and the valley runs parallel to the first edge. In the product valley $s'$ is nearly constant, and the valley runs parallel to the second edge. The angle between the two valleys is therefore $\beta$.

For three equal masses, $\cos\beta=\sqrt{1/4}=1/2$ and $\beta=\pi/3$.

## The Lean file

```lean
import Mathlib

open Matrix

namespace JacobiSkewAngle

noncomputable section

variable {V : Type*} [NormedAddCommGroup V] [InnerProductSpace ℝ V]

/-- The reduced mass of two bodies of positive masses `m` and `n`. -/
def redMass (m n : ℝ) : ℝ := m * n / (m + n)

/-- The vector to an atom at `x` from the centre of mass of a diatom with positive masses
`m`, `n` at `y`, `z`. -/
def atomVec (m n : ℝ) (x y z : V) : V := x - (m + n)⁻¹ • (m • y + n • z)

/-- The mass-scaled Jacobi vector from the diatom (masses `b`, `c`) to the atom (mass `a`),
for positive masses. -/
def scaledAtom (a b c : ℝ) (x y z : V) : V :=
  √(redMass a (b + c)) • atomVec b c x y z

/-- The mass-scaled bond vector of a diatom with positive masses `b`, `c` at `y`, `z`. -/
def scaledDiatom (b c : ℝ) (y z : V) : V := √(redMass b c) • (z - y)

/-- The skew angle for positive masses `a`, `b`, `c`, with `b` the central atom. -/
def skewAngle (a b c : ℝ) : ℝ := Real.arccos √(a * c / ((a + b) * (b + c)))

/-- The matrix that takes the scaled Jacobi pair of A + BC to that of C + AB,
for positive masses. -/
def kinematicMatrix (a b c : ℝ) : Matrix (Fin 2) (Fin 2) ℝ :=
  !![-Real.cos (skewAngle a b c), Real.sin (skewAngle a b c);
     -Real.sin (skewAngle a b c), -Real.cos (skewAngle a b c)]

/-- For positive masses, the unscaled Jacobi vectors of C + AB are linear combinations of
those of A + BC, with coefficients fixed by the masses. -/
theorem jacobi_change {a b c : ℝ} (ha : 0 < a) (hb : 0 < b) (hc : 0 < c) (xA xB xC : V) :
    atomVec a b xC xA xB = -(a / (a + b)) • atomVec b c xA xB xC
      + (b * (a + b + c) / ((a + b) * (b + c))) • (xC - xB) ∧
    xB - xA = -atomVec b c xA xB xC - (c / (b + c)) • (xC - xB) := by
  have h1 : a + b ≠ 0 := by positivity
  have h2 : b + c ≠ 0 := by positivity
  unfold atomVec
  constructor
  · match_scalars <;> field_simp <;> ring
  · match_scalars <;> field_simp <;> ring

/-- For positive masses, the cosine and sine of the skew angle are square roots of
mass ratios. -/
theorem cos_sin_skewAngle {a b c : ℝ} (ha : 0 < a) (hb : 0 < b) (hc : 0 < c) :
    Real.cos (skewAngle a b c) = √(a * c / ((a + b) * (b + c))) ∧
    Real.sin (skewAngle a b c) = √(b * (a + b + c) / ((a + b) * (b + c))) := by
  have hD : (a + b) * (b + c) ≠ 0 := by positivity
  have hq : a * c / ((a + b) * (b + c)) ≤ 1 ^ 2 := by
    rw [one_pow, div_le_one (by positivity)]
    nlinarith [mul_pos ha hb, mul_pos hb hc, mul_pos hb hb]
  unfold skewAngle
  constructor
  · exact Real.cos_arccos (neg_one_lt_zero.le.trans (Real.sqrt_nonneg _))
      (Real.sqrt_le_iff.mpr ⟨zero_le_one, hq⟩)
  · rw [Real.sin_arccos, Real.sq_sqrt (by positivity)]
    congr 1
    rw [eq_div_iff hD, sub_mul, div_mul_cancel₀ _ hD]
    ring

/-- A non-negative factor `k` can be absorbed into a square root: if `x k² = y z` with
`y` non-negative, then `√x k = √y √z`. -/
theorem sqrt_scale {x y z k : ℝ} (hk : 0 ≤ k) (hy : 0 ≤ y) (h : x * k ^ 2 = y * z) :
    √x * k = √y * √z := by
  rw [← Real.sqrt_mul hy z, ← h, Real.sqrt_mul' x (sq_nonneg k), Real.sqrt_sq hk]

/-- For positive masses, the scaled Jacobi vectors of C + AB follow from those of A + BC
through the cosine and sine of the skew angle. -/
theorem scaled_change {a b c : ℝ} (ha : 0 < a) (hb : 0 < b) (hc : 0 < c) (xA xB xC : V) :
    scaledAtom c a b xC xA xB =
      (-Real.cos (skewAngle a b c)) • scaledAtom a b c xA xB xC
        + Real.sin (skewAngle a b c) • scaledDiatom b c xB xC ∧
    scaledDiatom a b xA xB =
      (-Real.sin (skewAngle a b c)) • scaledAtom a b c xA xB xC
        + (-Real.cos (skewAngle a b c)) • scaledDiatom b c xB xC := by
  obtain ⟨hcos, hsin⟩ := cos_sin_skewAngle ha hb hc
  obtain ⟨hR, hr⟩ := jacobi_change ha hb hc xA xB xC
  -- the four matrix entries, from ratios of reduced masses
  have h1 : √(redMass c (a + b)) * (a / (a + b)) =
      Real.cos (skewAngle a b c) * √(redMass a (b + c)) := by
    rw [hcos]
    refine sqrt_scale (by positivity) (by positivity) ?_
    unfold redMass
    rw [div_pow, div_mul_div_comm, div_mul_div_comm,
      div_eq_div_iff (by positivity) (by positivity)]
    ring
  have h2 : √(redMass c (a + b)) * (b * (a + b + c) / ((a + b) * (b + c))) =
      Real.sin (skewAngle a b c) * √(redMass b c) := by
    rw [hsin]
    refine sqrt_scale (by positivity) (by positivity) ?_
    unfold redMass
    rw [div_pow, div_mul_div_comm, div_mul_div_comm,
      div_eq_div_iff (by positivity) (by positivity)]
    ring
  have h3 : √(redMass a b) * 1 =
      Real.sin (skewAngle a b c) * √(redMass a (b + c)) := by
    rw [hsin]
    refine sqrt_scale zero_le_one (by positivity) ?_
    unfold redMass
    rw [one_pow, mul_one, div_mul_div_comm,
      div_eq_div_iff (by positivity) (by positivity)]
    ring
  have h4 : √(redMass a b) * (c / (b + c)) =
      Real.cos (skewAngle a b c) * √(redMass b c) := by
    rw [hcos]
    refine sqrt_scale (by positivity) (by positivity) ?_
    unfold redMass
    rw [div_pow, div_mul_div_comm, div_mul_div_comm,
      div_eq_div_iff (by positivity) (by positivity)]
    ring
  unfold scaledAtom scaledDiatom
  constructor
  · rw [hR]
    linear_combination (norm := module) h2 • (xC - xB) - h1 • atomVec b c xA xB xC
  · rw [hr]
    linear_combination (norm := module) -(h3 • atomVec b c xA xB xC) - h4 • (xC - xB)

/-- For positive masses, one orthogonal matrix takes the scaled Jacobi pair of A + BC to that
of C + AB for all positions, and its squared diagonal entries are `ac/((a+b)(b+c))`. -/
theorem jacobi_orthogonal {a b c : ℝ} (ha : 0 < a) (hb : 0 < b) (hc : 0 < c) :
    kinematicMatrix a b c * (kinematicMatrix a b c)ᵀ = 1 ∧
    (∀ i, kinematicMatrix a b c i i ^ 2 = a * c / ((a + b) * (b + c))) ∧
    ∀ xA xB xC : V,
      scaledAtom c a b xC xA xB =
        kinematicMatrix a b c 0 0 • scaledAtom a b c xA xB xC
          + kinematicMatrix a b c 0 1 • scaledDiatom b c xB xC ∧
      scaledDiatom a b xA xB =
        kinematicMatrix a b c 1 0 • scaledAtom a b c xA xB xC
          + kinematicMatrix a b c 1 1 • scaledDiatom b c xB xC := by
  refine ⟨?_, ?_, fun xA xB xC => scaled_change ha hb hc xA xB xC⟩
  · ext i j
    fin_cases i <;> fin_cases j <;>
      simp [kinematicMatrix, Matrix.mul_apply, Fin.sum_univ_two] <;>
      nlinarith [Real.sin_sq_add_cos_sq (skewAngle a b c)]
  · have h : (-Real.cos (skewAngle a b c)) ^ 2 = a * c / ((a + b) * (b + c)) := by
      rw [neg_sq, (cos_sin_skewAngle ha hb hc).1, Real.sq_sqrt (by positivity)]
    intro i
    fin_cases i
    · exact h
    · exact h

/-- For positive masses, the sum of the squared lengths of the two scaled Jacobi vectors is
the same in the arrangements C + AB and A + BC. -/
theorem hyperradius_invariant {a b c : ℝ} (ha : 0 < a) (hb : 0 < b) (hc : 0 < c)
    (xA xB xC : V) :
    ‖scaledAtom c a b xC xA xB‖ ^ 2 + ‖scaledDiatom a b xA xB‖ ^ 2 =
      ‖scaledAtom a b c xA xB xC‖ ^ 2 + ‖scaledDiatom b c xB xC‖ ^ 2 := by
  obtain ⟨h1, h2⟩ := scaled_change ha hb hc xA xB xC
  rw [h1, h2, norm_add_sq_real, norm_add_sq_real]
  simp only [norm_smul, real_inner_smul_left, real_inner_smul_right, mul_pow,
    Real.norm_eq_abs, sq_abs]
  linear_combination (‖scaledAtom a b c xA xB xC‖ ^ 2 + ‖scaledDiatom b c xB xC‖ ^ 2) *
    Real.sin_sq_add_cos_sq (skewAngle a b c)

/-- Let three atoms of positive mass lie on a line, and let `ρ > 0` and `θ` in `(-π, π]` be polar
coordinates of the signed scaled displacements from A to the centre of mass of BC and from B to C.
Then `xA < xB < xC` exactly when `θ` lies strictly between zero and the skew angle. -/
theorem collinear_wedge {a b c : ℝ} (ha : 0 < a) (hb : 0 < b) (hc : 0 < c)
    {xA xB xC ρ θ : ℝ} (hρ : 0 < ρ) (hθ : -Real.pi < θ) (hθ' : θ ≤ Real.pi)
    (hS : -scaledAtom a b c xA xB xC = ρ * Real.cos θ)
    (hs : scaledDiatom b c xB xC = ρ * Real.sin θ) :
    (xA < xB ∧ xB < xC) ↔ (0 < θ ∧ θ < skewAngle a b c) := by
  have hβ : 0 ≤ skewAngle a b c := Real.arccos_nonneg _
  have hβ' : skewAngle a b c ≤ Real.pi := Real.arccos_le_pi _
  have hμ : 0 < √(redMass b c) := Real.sqrt_pos.mpr (by unfold redMass; positivity)
  have hν : 0 < √(redMass a b) := Real.sqrt_pos.mpr (by unfold redMass; positivity)
  have e1 : √(redMass b c) * (xC - xB) = ρ * Real.sin θ := hs
  have h2 : √(redMass a b) * (xB - xA) =
      -Real.sin (skewAngle a b c) * scaledAtom a b c xA xB xC
        + -Real.cos (skewAngle a b c) * scaledDiatom b c xB xC :=
    (scaled_change ha hb hc xA xB xC).2
  -- the AB distance vanishes along the ray at the skew angle
  have e2 : √(redMass a b) * (xB - xA) = ρ * Real.sin (skewAngle a b c - θ) := by
    rw [h2, Real.sin_sub]
    linear_combination Real.sin (skewAngle a b c) * hS - Real.cos (skewAngle a b c) * hs
  have i1 : xB < xC ↔ 0 < Real.sin θ := by
    rw [← sub_pos, ← mul_pos_iff_of_pos_left hμ, e1]
    exact mul_pos_iff_of_pos_left hρ
  have i2 : xA < xB ↔ 0 < Real.sin (skewAngle a b c - θ) := by
    rw [← sub_pos, ← mul_pos_iff_of_pos_left hν, e2]
    exact mul_pos_iff_of_pos_left hρ
  rw [i1, i2]
  constructor
  · rintro ⟨hAB, hBC⟩
    have hpos : 0 < θ := by
      by_contra hn
      have h := Real.sin_nonneg_of_nonneg_of_le_pi (x := -θ) (by linarith) (by linarith)
      rw [Real.sin_neg] at h
      linarith
    refine ⟨hpos, ?_⟩
    by_contra hn
    have h := Real.sin_nonneg_of_nonneg_of_le_pi (x := -(skewAngle a b c - θ))
      (by linarith) (by linarith)
    rw [Real.sin_neg] at h
    linarith
  · rintro ⟨h0, h1⟩
    exact ⟨Real.sin_pos_of_pos_of_lt_pi (by linarith) (by linarith),
      Real.sin_pos_of_pos_of_lt_pi h0 (by linarith)⟩

/-- For three equal positive masses the skew angle is `π/3`. -/
theorem skewAngle_equal_masses {m : ℝ} (hm : 0 < m) : skewAngle m m m = Real.pi / 3 := by
  have h : m * m / ((m + m) * (m + m)) = (1 / 2 : ℝ) ^ 2 := by
    rw [div_eq_iff (by positivity)]
    ring
  unfold skewAngle
  rw [h, Real.sqrt_sq (by norm_num), ← Real.cos_pi_div_three]
  exact Real.arccos_cos (by positivity) (by linarith [Real.pi_pos])

end

end JacobiSkewAngle
```

```lean
#print axioms JacobiSkewAngle.jacobi_orthogonal
-- 'JacobiSkewAngle.jacobi_orthogonal' depends on axioms: [propext, Classical.choice, Quot.sound]
#print axioms JacobiSkewAngle.hyperradius_invariant
-- 'JacobiSkewAngle.hyperradius_invariant' depends on axioms: [propext, Classical.choice, Quot.sound]
#print axioms JacobiSkewAngle.collinear_wedge
-- 'JacobiSkewAngle.collinear_wedge' depends on axioms: [propext, Classical.choice, Quot.sound]
#print axioms JacobiSkewAngle.skewAngle_equal_masses
-- 'JacobiSkewAngle.skewAngle_equal_masses' depends on axioms: [propext, Classical.choice, Quot.sound]
```

## Reading the theorems as coordinate formulas

The type `V` is any real inner-product space: the line, the plane, ordinary space or a higher-dimensional one. `atomVec b c xA xB xC` is $R$, `scaledAtom a b c xA xB xC` is $S$, and `scaledDiatom b c xB xC` is $s$. The primed vectors are `scaledAtom c a b xC xA xB` and `scaledDiatom a b xA xB`. The argument order fixes the directions: from the diatom's centre of mass to the atom, and from the first diatom atom to the second.

The main theorem, `jacobi_orthogonal`, has three parts. The matrix times its transpose is the identity; each diagonal entry has the stated square; and the two vector equations hold for all positions. Index `0` belongs to the atom vector and index `1` to the bond vector. Each entry multiplies a whole vector, so in three dimensions the same $2\times2$ matrix acts on every Cartesian component.

`hyperradius_invariant` states the equality of the summed squares. In `collinear_wedge` the positions are real numbers, and the hypotheses `hS` and `hs` say that $\rho$ and $\theta$ are polar coordinates of $(-S,s)$. The condition `0 < ρ` leaves out the point where all three atoms coincide. `skewAngle_equal_masses` is the case of equal masses.

## How the lemmas divide the algebra

`jacobi_change` proves the unscaled formulas. Its tactic `match_scalars` compares the coefficients of the three positions, and `field_simp` and `ring` settle the resulting fractions. `cos_sin_skewAngle` first bounds the mass ratio by 1, then applies Mathlib's formulas for the cosine and sine of an arccosine.

`sqrt_scale` turns the comparison of squares into an equation between square roots. It is used four times in `scaled_change`, where `h1` to `h4` are the four matrix entries in the order of the list above, each cleared of its denominator and sign.

In `jacobi_orthogonal`, `fin_cases` runs through the matrix entries, and orthogonality follows from $\sin^2\beta+\cos^2\beta=1$. The proof of `hyperradius_invariant` expands the norms and uses the same identity. `collinear_wedge` obtains $s'=\rho\sin(\beta-\theta)$ as `e2`, translates the two inequalities between positions into signs of sines (`i1` and `i2`), and reads off the interval.

## Scalar equations applied to vectors

The step from `h1`–`h4` to the vector equations uses `linear_combination (norm := module)`. For the first row the instruction is

`h2 • (xC - xB) - h1 • atomVec b c xA xB xC`

Here `h1` and `h2` are proofs of equations between real numbers. The expression `h2 • (xC - xB)` stands for the equation obtained by multiplying both sides of `h2` by the vector $r$. The tactic subtracts the chosen combination from the goal and leaves an identity to be checked.

By default that check is done by `ring1`, which is made for commutative rings; vectors in `V` have no such product. The option `(norm := module)` replaces it by a procedure that collects the coefficient of each vector and compares coefficients by ring algebra. The unscaled formula for $R'$ has already been put into the goal by `rw [hR]`. The equations between square roots enter through `h1` and `h2`, just as the table of squares supplies the entries in the derivation.

## What a code must still check

The theorems concern real numbers and vectors, so rounding in an implementation needs its own tests. So do sign conventions: reversing a bond vector changes the signs of a row or column of the matrix, though not the squared entries. Codes that divide all scaled vectors by one common mass factor can keep the matrix unchanged.

The potential energy does not appear. The wedge describes which collinear geometries have B in the middle, in the order A, B, C; whether a collision reacts depends on the forces and the initial state. The third arrangement, B + CA, is reached by applying the main theorem again with the labels shifted cyclically, which gives a matrix with its own skew angle.
